# Detailed balance and column sums of the importance-sampled propagator

**Q.** In diffusion Monte Carlo a kernel $K(y,x)$ carries walker weight from configuration $x$ to $y$. If column $x$ does not sum to one, walkers at $x$ gain or lose weight, and I also want to know with respect to which distribution the moves obey detailed balance. What fixes either property?

**A.** Take a real symmetric matrix $H$ on finitely many configurations, a reference energy $E_T$, a real $\tau$ and a trial vector $\psi$ with no zero entry. Set $G(\tau)=e^{\tau(E_T-H)}$ and $K(y,x)=\psi_y G_{yx}/\psi_x$. Transposing the exponential series gives $G^T=G$, so
$$K(y,x)\,\psi_x^2=\psi_y G_{yx}\psi_x=\psi_x G_{xy}\psi_y=K(x,y)\,\psi_y^2 .$$
The column sum $c_x(\tau)=\sum_y K(y,x)$ obeys
$$c_x\psi_x=\sum_y \psi_y G_{yx}=\sum_y G_{xy}\psi_y=(G\psi)_x .$$
For any vector $\varphi$, $\frac{d}{d\tau}G\varphi=G(E_T\varphi-H\varphi)$. If $H\varphi=E\varphi$, the derivative of $e^{\tau(E-E_T)}G\varphi$ is $e^{\tau(E-E_T)}[(E-E_T)+(E_T-E)]G\varphi=0$, and $G(0)=1$, so $G\varphi=e^{-\tau(E-E_T)}\varphi$. Then
$$\sum_x K(y,x)\,\psi_x\varphi_x=\psi_y(G\varphi)_y=e^{-\tau(E-E_T)}\psi_y\varphi_y .$$
With $\varphi=\psi$ and $E=E_T$ we get $G\psi=\psi$, hence $c_x=1$ and $K\psi^2=\psi^2$. For general $\psi$, differentiating $c_x=(G\psi)_x/\psi_x$ at zero gives $c_x'(0)=E_T-E_L(x)$, with local energy $E_L(x)=(H\psi)_x/\psi_x$. Unit column sums for all $\tau$ therefore force $E_L(x)=E_T$ everywhere, which is $H\psi=E_T\psi$.

**Q.** My configurations are continuous electron positions. What are they in Lean?

**A.** Elements of a finite type `n`, such as grid points or lattice states. `propagator` is $G$, `kernel H ET ψ τ y x` is $K(y,x)$ with the destination as row index, `localEnergy` is $E_L$, and `*ᵥ` is the matrix–vector product.

```lean
import Mathlib

open Matrix

namespace ImportanceSampling

noncomputable section

variable {n : Type*} [Fintype n] [DecidableEq n]

/-- The imaginary-time propagator `exp(-τ (H - E_T))` with reference energy `E_T`. -/
def propagator (H : Matrix n n ℝ) (ET τ : ℝ) : Matrix n n ℝ :=
  NormedSpace.exp (-(τ • (H - ET • (1 : Matrix n n ℝ))))

/-- The importance-sampled kernel `K(y,x) = ψ_y exp(-τ (H - E_T))_{yx} / ψ_x`. -/
def kernel (H : Matrix n n ℝ) (ET : ℝ) (ψ : n → ℝ) (τ : ℝ) : Matrix n n ℝ :=
  Matrix.of fun y x => ψ y * propagator H ET τ y x / ψ x

/-- The local energy `E_L(x) = (H ψ)_x / ψ_x` of the trial function. -/
def localEnergy (H : Matrix n n ℝ) (ψ : n → ℝ) (x : n) : ℝ :=
  (H *ᵥ ψ) x / ψ x
```

**Q.** So the exponential is exact. That is not the drift, diffusion and branching step of a simulation.

**A.** Correct: time-step error, population control and an unbounded kinetic operator are all absent. For a finite configuration space and the exact propagator, the theorems identify $E_T-E_L(x)$ as the initial growth rate of the total weight produced from unit weight at $x$, summed over all destinations including $x$ itself, the quantity that enters branching weights.

**Q.** Where does the derivative of the exponential come from?

**A.** Step `e` writes $G(u)=\exp(u(E_T-H))$, and `hasDerivAt_exp_smul_const` differentiates it. The linear map `L` extracts entry $(i,j)$, and `hs` sums over $j$ against $\varphi_j$. Symmetry of $G$ comes from `Matrix.exp_transpose`.

```lean
/-- The `τ`-derivative of the propagated vector `G(τ) φ` is `G(τ) (E_T φ - H φ)`,
component by component. -/
theorem propagator_mulVec_hasDerivAt (H : Matrix n n ℝ) (ET : ℝ) (φ : n → ℝ) (τ : ℝ) (i : n) :
    HasDerivAt (fun u => (propagator H ET u *ᵥ φ) i)
      ((propagator H ET τ *ᵥ (ET • φ - H *ᵥ φ)) i) τ := by
  have e : ∀ u : ℝ, propagator H ET u
      = NormedSpace.exp (u • (ET • (1 : Matrix n n ℝ) - H)) := fun u => by
    rw [propagator, ← smul_neg, neg_sub]
  -- derivative of each entry of the matrix exponential
  have h : ∀ j, HasDerivAt (fun u => propagator H ET u i j)
      ((propagator H ET τ * (ET • (1 : Matrix n n ℝ) - H)) i j) τ := by
    intro j
    simp only [e]
    let L : Matrix n n ℝ →ₗ[ℝ] ℝ :=
      { toFun := fun M => M i j, map_add' := fun _ _ => rfl, map_smul' := fun _ _ => rfl }
    open scoped Matrix.Norms.Operator in
      have h0 := hasDerivAt_exp_smul_const (ET • (1 : Matrix n n ℝ) - H) τ
      have h1 := (LinearMap.toContinuousLinearMap L).hasFDerivAt.comp_hasDerivAt τ h0
      exact h1
  have hs := HasDerivAt.fun_sum fun j (_ : j ∈ Finset.univ) => (h j).mul_const (φ j)
  have e1 : (ET • (1 : Matrix n n ℝ) - H) *ᵥ φ = ET • φ - H *ᵥ φ := by
    ext k
    simp [mulVec, dotProduct, one_apply, sub_mul, Finset.sum_sub_distrib]
  rw [← e1, Matrix.mulVec_mulVec]
  exact hs

/-- The propagator of a symmetric Hamiltonian is a symmetric matrix. -/
theorem propagator_isSymm {H : Matrix n n ℝ} (hH : H.IsSymm) (ET τ : ℝ) :
    (propagator H ET τ).IsSymm := by
  rw [Matrix.IsSymm, propagator, ← Matrix.exp_transpose]
  congr 1
  simp [hH.eq]
```

In the eigenvector lemma `f` is component $i$ of $e^{u(E-E_T)}G(u)\varphi$. Step `hd` is the product rule with the cancellation above, `is_const_of_deriv_eq_zero` gives $f(\tau)=f(0)$, and `h0` evaluates $f(0)=\varphi_i$.

```lean
/-- If `H φ = E φ`, the propagator multiplies `φ` by `exp(-τ (E - E_T))`. -/
theorem propagator_mulVec_of_eigen {H : Matrix n n ℝ} {φ : n → ℝ} {E : ℝ}
    (h : H *ᵥ φ = E • φ) (ET τ : ℝ) :
    propagator H ET τ *ᵥ φ = Real.exp (-(τ * (E - ET))) • φ := by
  ext i
  -- the rescaled component `exp(u (E - E_T)) (G(u) φ)_i` does not depend on `u`
  let f : ℝ → ℝ := fun u => Real.exp (u * (E - ET)) * (propagator H ET u *ᵥ φ) i
  have hd : ∀ u, HasDerivAt f 0 u := by
    intro u
    have h1 := propagator_mulVec_hasDerivAt H ET φ u i
    have h2 : ET • φ - H *ᵥ φ = (ET - E) • φ := by rw [h, sub_smul]
    rw [h2, mulVec_smul] at h1
    have h3 := ((hasDerivAt_id' u).mul_const (E - ET)).exp.fun_mul h1
    refine h3.congr_deriv ?_
    simp only [Pi.smul_apply, smul_eq_mul]
    ring
  have hdiff : Differentiable ℝ f := fun u => (hd u).differentiableAt
  have hc : f τ = f 0 := is_const_of_deriv_eq_zero hdiff (fun u => (hd u).deriv) τ 0
  have h0 : f 0 = φ i := by simp [f, propagator]
  have hc' : Real.exp (τ * (E - ET)) * (propagator H ET τ *ᵥ φ) i = φ i := hc.trans h0
  rw [Pi.smul_apply, smul_eq_mul, ← hc', ← mul_assoc, ← Real.exp_add, neg_add_cancel,
    Real.exp_zero, one_mul]
```

Detailed balance and the column identity both swap $G_{yx}$ for $G_{xy}$ through `hG`, after which `field_simp` cancels the nonzero entries of $\psi$.

```lean
/-- Detailed balance: for symmetric `H` and nowhere-zero `ψ`, `K(y,x) ψ_x² = K(x,y) ψ_y²`. -/
theorem kernel_detailed_balance {H : Matrix n n ℝ} (hH : H.IsSymm) (ET : ℝ) {ψ : n → ℝ}
    (hψ : ∀ x, ψ x ≠ 0) (τ : ℝ) (x y : n) :
    kernel H ET ψ τ y x * ψ x ^ 2 = kernel H ET ψ τ x y * ψ y ^ 2 := by
  have hx := hψ x
  have hy := hψ y
  have hG : propagator H ET τ y x = propagator H ET τ x y :=
    (propagator_isSymm hH ET τ).apply x y
  simp only [kernel, of_apply]
  rw [hG]
  field_simp

/-- For symmetric `H` and nowhere-zero `ψ`, the sum of column `x` of `K` times `ψ_x`
is the component `x` of the propagated trial function. -/
theorem kernel_column_sum_mul {H : Matrix n n ℝ} (hH : H.IsSymm) (ET : ℝ) {ψ : n → ℝ}
    (hψ : ∀ x, ψ x ≠ 0) (τ : ℝ) (x : n) :
    (∑ y, kernel H ET ψ τ y x) * ψ x = (propagator H ET τ *ᵥ ψ) x := by
  have hx := hψ x
  simp only [kernel, of_apply, mulVec, dotProduct, Finset.sum_mul]
  refine Finset.sum_congr rfl fun y _ => ?_
  have hG : propagator H ET τ y x = propagator H ET τ x y :=
    (propagator_isSymm hH ET τ).apply x y
  rw [hG]
  field_simp
```

The mixed vector $\psi_x\varphi_x$ needs no symmetry. Step `e` cancels $\psi_x$ term by term and the eigenvector lemma supplies the factor.

```lean
/-- If `H φ = E φ` and `ψ` is any trial function with no zero entry, `K` multiplies the mixed
vector `ψ φ` by `exp(-τ (E - E_T))`. -/
theorem kernel_mulVec_mixed {H : Matrix n n ℝ} {φ : n → ℝ} {E : ℝ} (h : H *ᵥ φ = E • φ)
    (ET : ℝ) {ψ : n → ℝ} (hψ : ∀ x, ψ x ≠ 0) (τ : ℝ) :
    kernel H ET ψ τ *ᵥ (fun x => ψ x * φ x)
      = Real.exp (-(τ * (E - ET))) • fun x => ψ x * φ x := by
  ext y
  -- the factor `1 / ψ_x` in the kernel cancels the factor `ψ_x` in the vector
  have e : (kernel H ET ψ τ *ᵥ fun x => ψ x * φ x) y = ψ y * (propagator H ET τ *ᵥ φ) y := by
    simp only [kernel, of_apply, mulVec, dotProduct, Finset.mul_sum]
    refine Finset.sum_congr rfl fun x _ => ?_
    have hx := hψ x
    field_simp
  rw [e, propagator_mulVec_of_eigen h]
  simp only [Pi.smul_apply, smul_eq_mul]
  ring
```

**Q.** Read me the main theorem.

**A.** Assume `hH : H.IsSymm` and `hψ : ∀ x, ψ x ≠ 0`, with $E_T$ and $\tau$ any real numbers, negative $\tau$ included. Detailed balance then holds for all $x,y$. If in addition `H *ᵥ ψ = ET • ψ`, every column sums to one and $K\psi^2=\psi^2$, with the square taken entrywise. The eigenvalue equation is assumed, $\psi$ need not be the ground state, and it is unnormalised. The proof sets $E=E_T$ so that the exponential factor is one, cancels $\psi_x$ by `mul_right_cancel₀`, and takes $\varphi=\psi$ in `kernel_mulVec_mixed`.

```lean
/-- For symmetric `H`, nowhere-zero `ψ` and every `τ`, `K` obeys detailed balance with respect
to `ψ²`; if `H ψ = E_T ψ`, its columns sum to one and `ψ²` is a fixed vector. -/
theorem importance_sampled_kernel {H : Matrix n n ℝ} (hH : H.IsSymm) (ET : ℝ) {ψ : n → ℝ}
    (hψ : ∀ x, ψ x ≠ 0) (τ : ℝ) :
    (∀ x y, kernel H ET ψ τ y x * ψ x ^ 2 = kernel H ET ψ τ x y * ψ y ^ 2) ∧
      (H *ᵥ ψ = ET • ψ → (∀ x, ∑ y, kernel H ET ψ τ y x = 1) ∧
        kernel H ET ψ τ *ᵥ (fun x => ψ x ^ 2) = fun x => ψ x ^ 2) := by
  refine ⟨kernel_detailed_balance hH ET hψ τ, fun h => ⟨fun x => ?_, ?_⟩⟩
  · have h1 := kernel_column_sum_mul hH ET hψ τ x
    rw [propagator_mulVec_of_eigen h, sub_self, mul_zero, neg_zero, Real.exp_zero,
      one_smul] at h1
    exact mul_right_cancel₀ (hψ x) (h1.trans (one_mul _).symm)
  · have h1 := kernel_mulVec_mixed h ET hψ τ
    rw [sub_self, mul_zero, neg_zero, Real.exp_zero, one_smul] at h1
    simp only [pow_two]
    exact h1
```

**Q.** Then $K$ is a Markov matrix with equilibrium distribution $\psi^2$?

**A.** The theorems say less. The entries of $\psi$ may differ in sign and $H$ may have positive off-diagonal elements, so $K(y,x)\ge 0$ is not part of any statement. Uniqueness of the fixed vector and convergence to it are not claimed either. A trial function with a zero entry, as at a fermionic node, is excluded by `hψ`.

**Q.** My trial function is never exact. What remains?

**A.** Detailed balance, the scaling of the mixed vector and the initial slope remain. `column_sum_hasDerivAt` rewrites $c_x$ as $(G\psi)_x/\psi_x$ and differentiates with `G0`, which is $G(0)=1$. In `column_sum_eq_one_iff` a constant $c_x$ has derivative zero, and `h1.unique` equates that with $E_T-E_L(x)$. Its left side quantifies over every $\tau$, so a $\psi$ with $H\psi\ne E_T\psi$ has some column sum different from one at some $\tau$.

```lean
/-- For symmetric `H` and nowhere-zero `ψ`, the `τ`-derivative at `τ = 0` of the sum of
column `x` of `K` is `E_T - E_L(x)`. -/
theorem column_sum_hasDerivAt {H : Matrix n n ℝ} (hH : H.IsSymm) (ET : ℝ) {ψ : n → ℝ}
    (hψ : ∀ x, ψ x ≠ 0) (x : n) :
    HasDerivAt (fun τ => ∑ y, kernel H ET ψ τ y x) (ET - localEnergy H ψ x) 0 := by
  have hx := hψ x
  have e : (fun τ => ∑ y, kernel H ET ψ τ y x)
      = fun τ => (propagator H ET τ *ᵥ ψ) x / ψ x :=
    funext fun τ => (eq_div_iff hx).2 (kernel_column_sum_mul hH ET hψ τ x)
  have G0 : propagator H ET 0 = 1 := by simp [propagator]
  rw [e]
  refine ((propagator_mulVec_hasDerivAt H ET ψ 0 x).div_const (ψ x)).congr_deriv ?_
  rw [G0, one_mulVec]
  simp only [Pi.sub_apply, Pi.smul_apply, smul_eq_mul, localEnergy]
  field_simp

/-- For symmetric `H` and nowhere-zero `ψ`, all columns of `K` sum to one for every `τ`
if and only if `H ψ = E_T ψ`. -/
theorem column_sum_eq_one_iff {H : Matrix n n ℝ} (hH : H.IsSymm) (ET : ℝ) {ψ : n → ℝ}
    (hψ : ∀ x, ψ x ≠ 0) :
    (∀ τ x, ∑ y, kernel H ET ψ τ y x = 1) ↔ H *ᵥ ψ = ET • ψ := by
  refine ⟨fun hK => ?_, fun h τ => ((importance_sampled_kernel hH ET hψ τ).2 h).1⟩
  ext x
  -- a constant column sum has zero derivative, so `E_L(x) = E_T`
  have h1 := column_sum_hasDerivAt hH ET hψ x
  have e : (fun τ => ∑ y, kernel H ET ψ τ y x) = fun _ => (1 : ℝ) := funext fun τ => hK τ x
  rw [e] at h1
  have h2 := h1.unique (hasDerivAt_const (0 : ℝ) (1 : ℝ))
  rw [localEnergy, sub_eq_zero, eq_div_iff (hψ x)] at h2
  exact h2.symm
```

**Q.** Is symmetry doing real work?

**A.** Take sites $0,1$, $H=\begin{pmatrix}1&-1\\0&0\end{pmatrix}$, $\psi=(1,1)$ and $E_T=0$; this example is worked on paper and has no Lean proof. Here $H\psi=0$ and $H^2=H$, so
$$K=G=1+(e^{-\tau}-1)H=\begin{pmatrix}e^{-\tau}&1-e^{-\tau}\\0&1\end{pmatrix}.$$
For $\tau\ne0$ the columns sum to $e^{-\tau}$ and $2-e^{-\tau}$, and $K(0,1)\neq K(1,0)=0$ breaks detailed balance. The vector $\psi^2=(1,1)$ is still fixed, in agreement with `kernel_mulVec_mixed`.

**Q.** Show me a symmetric case where $\psi$ is not constant.

**A.** Two sites with hopping $-2$ and site energies $0,-3$ have $H(1,2)=(-4,-8)$, so $\psi=(1,2)$ works with $E_T=-4$. The normalised vector is $(1,2)/\sqrt5$, and the fixed vector $(1,4)$ normalises to $(1/5,4/5)$. Lean checks symmetry, nonzero entries and the eigenvalue equation entry by entry with `fin_cases`.

```lean
/-- The two-site Hamiltonian with hopping `-2` and site energies `0, -3` is symmetric, and
`ψ = (1, 2)` has no zero entry and satisfies `H ψ = -4 ψ`. -/
theorem importance_sampled_kernel_witness :
    (!![0, -2; -2, -3] : Matrix (Fin 2) (Fin 2) ℝ).IsSymm ∧
      (∀ x, (![1, 2] : Fin 2 → ℝ) x ≠ 0) ∧
      (!![0, -2; -2, -3] : Matrix (Fin 2) (Fin 2) ℝ) *ᵥ ![1, 2] = (-4 : ℝ) • ![1, 2] := by
  refine ⟨?_, ?_, ?_⟩
  · ext i j
    fin_cases i <;> fin_cases j <;> simp
  · intro x
    fin_cases x <;> simp
  · ext i
    fin_cases i <;> simp [mulVec, dotProduct, Fin.sum_univ_succ] <;> norm_num

end

end ImportanceSampling
```

```lean
#print axioms ImportanceSampling.importance_sampled_kernel
-- 'ImportanceSampling.importance_sampled_kernel' depends on axioms: [propext, Classical.choice, Quot.sound]
#print axioms ImportanceSampling.column_sum_eq_one_iff
-- 'ImportanceSampling.column_sum_eq_one_iff' depends on axioms: [propext, Classical.choice, Quot.sound]
```
